# Eigenspace dimensions of the SU(N) exchange triangle with equal couplings

Three sites each carry one of \(N\) colours, and \(H=P_{12}+P_{23}+P_{13}\) is the sum of the three colour swaps. Its eigenspaces at \(3\), \(0\) and \(-3\) have dimensions

\[
\frac{N(N+1)(N+2)}6,\qquad \frac{2N(N^2-1)}3,\qquad \frac{N(N-1)(N-2)}6,
\]

and together they span the state space. A dimension of zero means that the level is absent, as \(-3\) is for \(N=2\).

For \(N=2\), \(P_{ij}=2\,\mathbf S_i\cdot\mathbf S_j+\tfrac12\), so this is the spin-½ Heisenberg triangle up to scale and shift. The degeneracies can check an exact-diagonalisation program on this three-site cluster.

## One colour per site, from a common set

Physically, each site holds one particle in the fundamental representation of SU(N). The reduction of a Hubbard model with strong repulsion to this pure exchange model is assumed.

```lean
import Mathlib

open Module

namespace SUNTrimer

noncomputable section
```

A state assigns a complex amplitude to each configuration \((a,b,c)\).

```lean
/-- States of three sites with `N` colours: complex functions of the configuration `(a, b, c)`. -/
abbrev State (N : ℕ) := Fin N × Fin N × Fin N → ℂ
```

Operators permute the arguments: `swap12` is \(P_{12}\), with \((P_{12}\psi)(a,b,c)=\psi(b,a,c)\). If the sites had different colour sets, a swap could lead out of the configuration space.

```lean
/-- The swap of the colours on sites 1 and 2. -/
def swap12 (N : ℕ) : End ℂ (State N) :=
  LinearMap.funLeft ℂ ℂ (fun c => (c.2.1, c.1, c.2.2))

/-- The swap of the colours on sites 2 and 3. -/
def swap23 (N : ℕ) : End ℂ (State N) :=
  LinearMap.funLeft ℂ ℂ (fun c => (c.1, c.2.2, c.2.1))

/-- The swap of the colours on sites 1 and 3. -/
def swap13 (N : ℕ) : End ℂ (State N) :=
  LinearMap.funLeft ℂ ℂ (fun c => (c.2.2, c.2.1, c.1))
```

The shifts are \((C\psi)(a,b,c)=\psi(b,c,a)\) and its inverse \(C^{-1}\).

```lean
/-- The cyclic shift of the colours around the triangle. -/
def shift (N : ℕ) : End ℂ (State N) :=
  LinearMap.funLeft ℂ ℂ (fun c => (c.2.1, c.2.2, c.1))

/-- The cyclic shift in the opposite sense. -/
def shiftBack (N : ℕ) : End ℂ (State N) :=
  LinearMap.funLeft ℂ ℂ (fun c => (c.2.2, c.1, c.2.1))
```

## Equal strength on all three bonds

The exchange constant is set to \(+1\) on every bond, which describes an equilateral triangle with energies in units of that constant.

```lean
/-- The trimer Hamiltonian: the sum of the three swaps. -/
def trimerH (N : ℕ) : End ℂ (State N) := swap12 N + swap23 N + swap13 N

/-- The Hamiltonian adds the amplitudes of the three configurations reached by one swap. -/
theorem trimerH_apply (N : ℕ) (ψ : State N) (a b c : Fin N) :
    trimerH N ψ (a, b, c) = ψ (b, a, c) + ψ (a, c, b) + ψ (c, b, a) := rfl
```

In \(H^2\), the three squares give \(3\). The six products of different swaps give each shift three times, so

\[
H^2=3+3(C+C^{-1}).
\]

Multiplying the three swaps by a shift only permutes them, so \(HC=HC^{-1}=H\) and \(H^3=3H+6H=9H\). Lean evaluates both identities at a configuration, and `ring` collects the amplitudes.

```lean
/-- The square of the Hamiltonian is three times the identity plus three times the sum of
the two cyclic shifts. -/
theorem trimerH_sq (N : ℕ) :
    trimerH N * trimerH N = (3 : ℂ) • 1 + (3 : ℂ) • (shift N + shiftBack N) := by
  refine LinearMap.ext fun ψ => funext fun ⟨a, b, c⟩ => ?_
  change trimerH N (trimerH N ψ) (a, b, c)
    = 3 * ψ (a, b, c) + 3 * (ψ (b, c, a) + ψ (c, a, b))
  simp only [trimerH_apply]
  ring

/-- The Hamiltonian satisfies the cubic equation `H³ = 9 H`. -/
theorem trimerH_cube (N : ℕ) (ψ : State N) :
    trimerH N (trimerH N (trimerH N ψ)) = (9 : ℂ) • trimerH N ψ := by
  refine funext fun ⟨a, b, c⟩ => ?_
  change _ = 9 * trimerH N ψ (a, b, c)
  simp only [trimerH_apply]
  ring
```

The result fails for arbitrary bond strengths. Remove the bond 13 and take \(N=2\), with colours 0 and 1. Let \(\psi\) be \(1\) on \((1,0,0)\), \(-1\) on \((0,0,1)\) and zero elsewhere. Then \((P_{12}+P_{23})\psi=\psi\), so \(1\) is an eigenvalue.

## Any number of colours

\(N\) is any natural number, and \(N\ge1\) is not required. It enters through traces: a relabelling operator has diagonal entry 1 at each configuration it fixes and 0 elsewhere.

```lean
/-- The trace of an operator that relabels configurations counts the configurations it fixes. -/
theorem trace_relabel {ι : Type*} [Fintype ι] [DecidableEq ι] (f : ι → ι) :
    LinearMap.trace ℂ (ι → ℂ) (LinearMap.funLeft ℂ ℂ f)
      = ∑ c, if f c = c then (1 : ℂ) else 0 := by
  rw [LinearMap.trace_eq_matrix_trace ℂ (Pi.basisFun ℂ ι)]
  refine Finset.sum_congr rfl fun c _ => ?_
  rw [Matrix.diag_apply, LinearMap.toMatrix_apply, Pi.basisFun_repr, Pi.basisFun_apply,
    LinearMap.funLeft_apply, Pi.single_apply]
```

A swap fixes the \(N^2\) configurations with two particular colours equal, and a shift fixes the \(N\) with all colours equal. Hence

\[
\operatorname{tr}H=3N^2,\qquad \operatorname{tr}H^2=3N^3+6N.
\]

The proof does this count with `h23`, `h13`, `hs` and `ht`. It obtains the trace of \(P_{12}\) from \(P_{12}=P_{23}P_{13}P_{23}\) and cyclicity.

```lean
/-- The first two moments of the spectrum: `tr H = 3N²` and `tr H² = 3N³ + 6N`. -/
theorem trace_moments (N : ℕ) :
    LinearMap.trace ℂ (State N) (trimerH N) = 3 * (N : ℂ) ^ 2 ∧
    LinearMap.trace ℂ (State N) (trimerH N * trimerH N) = 3 * (N : ℂ) ^ 3 + 6 * N := by
  -- a swap fixes configurations with two equal colours, a shift those with three

  have h23 : ∀ a b c : Fin N, (if (a, c, b) = (a, b, c) then (1 : ℂ) else 0)
      = if b = c then 1 else 0 := by grind
  have h13 : ∀ a b c : Fin N, (if (c, b, a) = (a, b, c) then (1 : ℂ) else 0)
      = if a = c then 1 else 0 := by grind
  have hs : ∀ a b c : Fin N, (if (b, c, a) = (a, b, c) then (1 : ℂ) else 0)
      = if b = c then (if a = b then 1 else 0) else 0 := by grind
  have ht : ∀ a b c : Fin N, (if (c, a, b) = (a, b, c) then (1 : ℂ) else 0)
      = if b = c then (if a = b then 1 else 0) else 0 := by grind
  -- the swaps are conjugate to each other, so their traces agree
  have e1 : swap12 N = swap23 N * swap13 N * swap23 N :=
    LinearMap.ext fun ψ => funext fun ⟨a, b, c⟩ => rfl
  have e2 : swap23 N * (swap23 N * swap13 N) = swap13 N :=
    LinearMap.ext fun ψ => funext fun ⟨a, b, c⟩ => rfl
  have hc : LinearMap.trace ℂ (State N) (swap12 N)
      = LinearMap.trace ℂ (State N) (swap13 N) := by
    rw [e1, LinearMap.trace_mul_comm, e2]
  constructor
  · rw [trimerH, map_add, map_add, hc]
    simp only [swap23, swap13, trace_relabel,
      Fintype.sum_prod_type, h23, h13, Finset.sum_const, Finset.sum_ite_eq,
      Finset.card_univ, Fintype.card_fin, nsmul_eq_mul, mul_one,
      Finset.mem_univ, if_true]
    ring
  · rw [trimerH_sq]
    simp only [shift, shiftBack, map_add, map_smul, trace_relabel, LinearMap.trace_one,
      Module.finrank_fintype_fun_eq_card, Fintype.card_prod, Nat.cast_mul, smul_eq_mul,
      Fintype.sum_prod_type, hs, ht, Finset.sum_const, Finset.sum_ite_eq,
      Finset.card_univ, Fintype.card_fin, nsmul_eq_mul, mul_one,
      Finset.mem_univ, if_true]
    ring
```

## Coefficients that make a projection

The next lemma has explicit hypotheses on \(Q=\alpha+\beta H+\gamma H^2\). Using \(H^3=9H\),

\[
HQ=(\alpha+9\gamma)H+\beta H^2 .
\]

Conditions `h0`, `h1` and `h2` match this with \(\mu Q\), so \(Q\) maps every state into the eigenspace at \(\mu\). Condition `h3` makes \(Q\) the identity there. Thus \(Q\) is a projection, and its trace is the dimension.

Without `h3`, \(Q=0\) would give dimension zero at every \(\mu\). Nor do `h2` and `h3` suffice: \(Q=1\) with \(\mu=3\) satisfies both, but gives \(8\) instead of \(4\) for \(N=2\).

```lean
/-- If the coefficients satisfy the four equations `h0` to `h3`, the eigenspace at `μ` has dimension
`αN³ + 3βN² + γ(3N³ + 6N)`, the trace of the projection `α + βH + γH²` onto it. -/
theorem finrank_eigenspace (N : ℕ) (μ α β γ : ℂ) (h0 : μ * α = 0)
    (h1 : α + 9 * γ = μ * β) (h2 : β = μ * γ) (h3 : α + β * μ + γ * μ ^ 2 = 1) :
    (finrank ℂ (End.eigenspace (trimerH N) μ) : ℂ)
      = α * N ^ 3 + β * (3 * N ^ 2) + γ * (3 * N ^ 3 + 6 * N) := by
  have hp : LinearMap.IsProj (End.eigenspace (trimerH N) μ)
      (α • (1 : End ℂ (State N)) + β • trimerH N + γ • (trimerH N * trimerH N)) := by
    constructor
    · intro x
      rw [End.mem_eigenspace_iff]
      simp only [LinearMap.add_apply, LinearMap.smul_apply, End.one_apply, End.mul_apply,
        map_add, map_smul, trimerH_cube]
      linear_combination (norm := module)
        h1 • trimerH N x + h2 • trimerH N (trimerH N x) - h0 • x
    · intro x hx
      rw [End.mem_eigenspace_iff] at hx
      simp only [LinearMap.add_apply, LinearMap.smul_apply, End.one_apply, End.mul_apply,
        hx, map_smul]
      linear_combination (norm := module) h3 • x
  -- the trace of a projection is the dimension of its range
  rw [← hp.trace]
  simp only [map_add, map_smul, LinearMap.trace_one, (trace_moments N).1,
    (trace_moments N).2, Module.finrank_fintype_fun_eq_card, Fintype.card_prod,
    Fintype.card_fin, Nat.cast_mul, smul_eq_mul]
  ring
```

The three projections are

\[
Q_3=\frac{H^2+3H}{18},\quad Q_0=1-\frac{H^2}{9},\quad Q_{-3}=\frac{H^2-3H}{18}.
\]

Their traces are

\[
\frac{3N^3+9N^2+6N}{18},\quad N^3-\frac{3N^3+6N}{9},\quad \frac{3N^3-9N^2+6N}{18},
\]

which factor into the stated dimensions. Since \(Q_3+Q_0+Q_{-3}=1\), every state splits into three eigencomponents.

In the theorem, `finrank` is the dimension, read as a rational number so that subtraction and division are the ordinary ones. The symbol `⊔` is the sum of subspaces and `⊤` the whole space. The last part of the proof writes out the splitting as `hx`.

```lean
/-- The eigenspaces of the SU(N) trimer at 3, 0 and -3 have dimensions `N(N+1)(N+2)/6`,
`2N(N²-1)/3` and `N(N-1)(N-2)/6`, and together they span the whole state space. -/
theorem trimer_spectrum (N : ℕ) :
    (finrank ℂ (End.eigenspace (trimerH N) 3) : ℚ) = N * (N + 1) * (N + 2) / 6 ∧
    (finrank ℂ (End.eigenspace (trimerH N) 0) : ℚ) = 2 * N * (N ^ 2 - 1) / 3 ∧
    (finrank ℂ (End.eigenspace (trimerH N) (-3)) : ℚ) = N * (N - 1) * (N - 2) / 6 ∧
    End.eigenspace (trimerH N) 3 ⊔ End.eigenspace (trimerH N) 0
      ⊔ End.eigenspace (trimerH N) (-3) = ⊤ := by
  refine ⟨?_, ?_, ?_, ?_⟩
  · have h := finrank_eigenspace N 3 0 (1 / 6) (1 / 18)
      (by norm_num) (by norm_num) (by norm_num) (by norm_num)
    apply @Rat.cast_injective ℂ _ _
    push_cast
    rw [h]
    ring
  · have h := finrank_eigenspace N 0 1 0 (-1 / 9)
      (by norm_num) (by norm_num) (by norm_num) (by norm_num)
    apply @Rat.cast_injective ℂ _ _
    push_cast
    rw [h]
    ring
  · have h := finrank_eigenspace N (-3) 0 (-1 / 6) (1 / 18)
      (by norm_num) (by norm_num) (by norm_num) (by norm_num)
    apply @Rat.cast_injective ℂ _ _
    push_cast
    rw [h]
    ring
  · -- split a state into its three spectral components
    refine Submodule.eq_top_iff'.2 fun x => ?_
    have h3 : (1 / 18 : ℂ) • (trimerH N (trimerH N x) + (3 : ℂ) • trimerH N x)
        ∈ End.eigenspace (trimerH N) 3 := by
      rw [End.mem_eigenspace_iff]
      simp only [map_add, map_smul, trimerH_cube]
      module
    have h0 : x + (-1 / 9 : ℂ) • trimerH N (trimerH N x)
        ∈ End.eigenspace (trimerH N) 0 := by
      rw [End.mem_eigenspace_iff]
      simp only [map_add, map_smul, trimerH_cube]
      module
    have hm : (1 / 18 : ℂ) • (trimerH N (trimerH N x) + (-3 : ℂ) • trimerH N x)
        ∈ End.eigenspace (trimerH N) (-3) := by
      rw [End.mem_eigenspace_iff]
      simp only [map_add, map_smul, trimerH_cube]
      module
    have hx : x = (1 / 18 : ℂ) • (trimerH N (trimerH N x) + (3 : ℂ) • trimerH N x)
        + (x + (-1 / 9 : ℂ) • trimerH N (trimerH N x))
        + (1 / 18 : ℂ) • (trimerH N (trimerH N x) + (-3 : ℂ) • trimerH N x) := by
      module
    rw [hx]
    exact Submodule.add_mem _ (Submodule.add_mem _
      (Submodule.mem_sup_left (Submodule.mem_sup_left h3))
      (Submodule.mem_sup_left (Submodule.mem_sup_right h0))) (Submodule.mem_sup_right hm)
```

## The symmetry of each level

Inserting \(H^2\) gives \(Q_{\pm3}=(1+C+C^{-1}\pm H)/6\), the symmetriser and antisymmetriser. States at \(3\) are therefore unchanged by every swap, and states at \(-3\) change sign. Conversely, adding the three swap conditions gives \(H\psi=\pm3\psi\). For the forward direction, Lean combines the eigenvalue equation `e` at permuted configurations.

```lean
/-- A state lies in the eigenspace at 3 exactly when every swap leaves it unchanged. -/
theorem mem_three_iff (N : ℕ) (ψ : State N) :
    ψ ∈ End.eigenspace (trimerH N) 3 ↔
      swap12 N ψ = ψ ∧ swap23 N ψ = ψ ∧ swap13 N ψ = ψ := by
  rw [End.mem_eigenspace_iff]
  constructor
  · intro h
    have e : ∀ a b c, ψ (b, a, c) + ψ (a, c, b) + ψ (c, b, a) = 3 * ψ (a, b, c) :=
      fun a b c => congrFun h (a, b, c)
    refine ⟨funext fun ⟨a, b, c⟩ => ?_, funext fun ⟨a, b, c⟩ => ?_,
      funext fun ⟨a, b, c⟩ => ?_⟩
    · change ψ (b, a, c) = ψ (a, b, c)
      linear_combination -e b a c / 3 - (e a b c + e b c a + e c a b) / 9 + e a b c / 3
    · change ψ (a, c, b) = ψ (a, b, c)
      linear_combination -e a c b / 3 - (e a b c + e b c a + e c a b) / 9 + e a b c / 3
    · change ψ (c, b, a) = ψ (a, b, c)
      linear_combination -e c b a / 3 - (e a b c + e b c a + e c a b) / 9 + e a b c / 3
  · rintro ⟨h1, h2, h3⟩
    change swap12 N ψ + swap23 N ψ + swap13 N ψ = _
    rw [h1, h2, h3]
    module

/-- A state lies in the eigenspace at -3 exactly when every swap reverses its sign. -/
theorem mem_neg_three_iff (N : ℕ) (ψ : State N) :
    ψ ∈ End.eigenspace (trimerH N) (-3) ↔
      swap12 N ψ = -ψ ∧ swap23 N ψ = -ψ ∧ swap13 N ψ = -ψ := by
  rw [End.mem_eigenspace_iff]
  constructor
  · intro h
    have e : ∀ a b c, ψ (b, a, c) + ψ (a, c, b) + ψ (c, b, a) = -3 * ψ (a, b, c) :=
      fun a b c => congrFun h (a, b, c)
    refine ⟨funext fun ⟨a, b, c⟩ => ?_, funext fun ⟨a, b, c⟩ => ?_,
      funext fun ⟨a, b, c⟩ => ?_⟩
    · change ψ (b, a, c) = -ψ (a, b, c)
      linear_combination e b a c / 3 - (e a b c + e b c a + e c a b) / 9 + e a b c / 3
    · change ψ (a, c, b) = -ψ (a, b, c)
      linear_combination e a c b / 3 - (e a b c + e b c a + e c a b) / 9 + e a b c / 3
    · change ψ (c, b, a) = -ψ (a, b, c)
      linear_combination e c b a / 3 - (e a b c + e b c a + e c a b) / 9 + e a b c / 3
  · rintro ⟨h1, h2, h3⟩
    change swap12 N ψ + swap23 N ψ + swap13 N ψ = _
    rw [h1, h2, h3]
    module
```

At \(0\), reading \(H\psi\) at \((b,a,c)\) gives \(\psi(a,b,c)+\psi(b,c,a)+\psi(c,a,b)\). So \(H\psi=0\) exactly when \(\psi+C\psi+C^{-1}\psi=0\).

```lean
/-- A state lies in the eigenspace at 0 exactly when it and its two cyclic shifts sum to zero. -/
theorem mem_zero_iff (N : ℕ) (ψ : State N) :
    ψ ∈ End.eigenspace (trimerH N) 0 ↔ ψ + shift N ψ + shiftBack N ψ = 0 := by
  rw [End.mem_eigenspace_iff, zero_smul]
  -- each condition is the other one read at a swapped configuration
  exact ⟨fun h => funext fun ⟨a, b, c⟩ => congrFun h (b, a, c),
    fun h => funext fun ⟨a, b, c⟩ => congrFun h (b, a, c)⟩

end

end SUNTrimer
```

```lean
#print axioms SUNTrimer.finrank_eigenspace
#print axioms SUNTrimer.trimer_spectrum
#print axioms SUNTrimer.mem_neg_three_iff
#print axioms SUNTrimer.mem_zero_iff
```

```
'SUNTrimer.finrank_eigenspace' depends on axioms: [propext, Classical.choice, Quot.sound]
'SUNTrimer.trimer_spectrum' depends on axioms: [propext, Classical.choice, Quot.sound]
'SUNTrimer.mem_neg_three_iff' depends on axioms: [propext, Classical.choice, Quot.sound]
'SUNTrimer.mem_zero_iff' depends on axioms: [propext, Classical.choice, Quot.sound]
```
